# The sum rule for Coulson bond orders and the $\sqrt{3}$ of the free valence

A statement about charges and bond orders has to fix what it is about: a Hückel Hamiltonian with its filled levels, a set of occupied orbitals, or only the matrix that these orbitals produce. The choice made here is the last. The object is a real matrix $P$ indexed by a finite set of sites, one orthonormal basis orbital per site, with $P^{T}=P$ and $P^2=2P$; such a matrix is called closed-shell. No Hamiltonian and no molecular graph enter, and "bonded to" means only membership in a chosen set of other sites.

## Claim and derivation

The charge (electron population) on site $i$ is $q_i=P_{ii}$, and $P_{ij}$ with $j\ne i$ is the bond order. For a set $S$ of sites with $d=|S|$ elements, the bond number is $N_i(S)=\sum_{j\in S}P_{ij}$ and the free valence is $F_i(S)=\sqrt3-N_i(S)$. The claim is that

$$\sum_{j\ne i}P_{ij}^2=q_i(2-q_i)\le 1,\qquad |N_i(S)|\le\sqrt d\quad(i\notin S),$$

that, again for $i\notin S$, $F_i(S)\ge0$ when $d\le3$, and that $F_i(S)=0$ occurs for $d=3$.

Let $C$ be the matrix whose entry $C_{ia}$ is the coefficient of occupied orbital $a$ on site $i$. Orthonormality of the orbitals reads $C^TC=1$, and double occupation gives the Coulson matrix $P=2CC^T$. It is symmetric, and
$$P^2=4\,C(C^TC)C^T=4\,CC^T=2P .$$

For any closed-shell $P$, the $(i,i)$ entry of $P^2=2P$ is $\sum_jP_{ij}P_{ji}=2q_i$, and symmetry turns this into $\sum_jP_{ij}^2=2q_i$. Removing the term $j=i$,
$$\sum_{j\ne i}P_{ij}^2=2q_i-q_i^2=q_i(2-q_i)=1-(q_i-1)^2 .$$
The right side is at most $1$, with equality exactly when $q_i=1$. The left side is nonnegative, so $q_i(2-q_i)\ge0$, which forces $0\le q_i\le2$.

For $i\notin S$, the Cauchy–Schwarz inequality against the constant vector on $S$, followed by enlarging $S$ to all sites other than $i$, gives
$$N_i(S)^2\le d\sum_{j\in S}P_{ij}^2\le d\sum_{j\ne i}P_{ij}^2=d\,q_i(2-q_i)\le d .$$
Hence $|N_i(S)|\le\sqrt d$, and for $d\le3$ also $N_i(S)\le\sqrt3$.

The value $\sqrt3$ is reached on a star with centre $0$ and arms $1,2,3$, the skeleton of trimethylenemethane. The normalised vector $v=(1/\sqrt2,\,1/\sqrt6,\,1/\sqrt6,\,1/\sqrt6)$ gives $P=2vv^T$ with $P_{00}=1$, $P_{0j}=2/\sqrt{12}=1/\sqrt3$ and $P_{jk}=1/3$ for arms $j,k$. Then $N_0(\{1,2,3\})=3/\sqrt3=\sqrt3$. This matrix also arises from a Hückel Hamiltonian, a step checked by hand and not formalised. The adjacency matrix $A$ of the star has eigenvalues $\sqrt3,0,0,-\sqrt3$, and $Av=\sqrt3\,v$ (at the centre $3/\sqrt6=\sqrt3/\sqrt2$, on an arm $1/\sqrt2=\sqrt3/\sqrt6$). With equal site energies and equal negative resonance integrals, $v$ is thus the lowest, nondegenerate orbital, and $P$ is the Hückel matrix of two $\pi$ electrons on the star. In closed-shell Hückel theory with overlap neglected, $\sqrt3$ is therefore the largest sum of $\pi$ bond orders at a site with three neighbours, which is the reference value in the free valence.

As a numerical instance, take three sites $0,1,2$ in a chain with one doubly occupied orbital $c=(1/2,\,1/\sqrt2,\,1/2)$, as in the allyl cation. Then $q_0=q_2=1/2$, $q_1=1$, $P_{01}=P_{12}=1/\sqrt2$ and $P_{02}=1/2$. At site $0$ the sum rule reads $1/2+1/4=3/4=\tfrac12\cdot\tfrac32$, and it needs the entry $P_{02}$ between non-adjacent sites. At site $1$ it reads $1/2+1/2=1$; there $N_1(\{0,2\})=\sqrt2$ meets the bound for $d=2$, and $F_1=\sqrt3-\sqrt2\approx0.318$.

Two small matrices show what the hypotheses do. Without symmetry, $P=\begin{pmatrix}1&2\\ 1/2&1\end{pmatrix}$ has $P^2=2P$, yet $P_{01}^2=4$ while $q_0(2-q_0)=1$. Without $i\notin S$, the one-site matrix $P=(2)$ is closed-shell and $N_0(\{0\})=2>\sqrt1$.

## Formal development

The sites form an arbitrary finite type `n`.

In Lean 4 with Mathlib:

```lean
import Mathlib

open Matrix Finset

namespace CoulsonBondOrder

noncomputable section

variable {n : Type*} [Fintype n] [DecidableEq n]
```

`IsClosedShell P` is the pair of conditions $P^T=P$ and $P^2=2P$. The factor $2$ fixes the spin-summed convention, and the absence of an overlap matrix fixes an orthonormal basis. Complex matrices and fractional or single occupations lie outside this definition.

```lean
/-- A closed-shell charge and bond-order matrix in an orthonormal site basis:
real symmetric with `P² = 2P`. -/
def IsClosedShell (P : Matrix n n ℝ) : Prop :=
  Pᵀ = P ∧ P * P = (2 : ℝ) • P
```

`coulson C` is $2CC^T$, with the occupied orbitals indexed by a second finite type `m`.

```lean
/-- The Coulson matrix `P = 2 C Cᵀ` of doubly occupied orbitals, the columns of `C`. -/
def coulson {m : Type*} [Fintype m] (C : Matrix n m ℝ) : Matrix n n ℝ :=
  (2 : ℝ) • (C * Cᵀ)
```

`bondNumber P i S` and `freeValence P i S` are $N_i(S)$ and $F_i(S)$. Both accept any finite set `S`; the condition `i ∉ S` appears as a hypothesis in the theorems that need it. The constant $\sqrt3$ is part of the definition, and the later theorems show that it is a bound for $d\le3$ and an attained one.

```lean
/-- The bond number of site `i`: the sum of its bond orders to the sites in `S`. -/
def bondNumber (P : Matrix n n ℝ) (i : n) (S : Finset n) : ℝ :=
  ∑ j ∈ S, P i j

/-- The free valence of site `i` bonded to the sites in `S`: `√3` minus the bond number. -/
def freeValence (P : Matrix n n ℝ) (i : n) (S : Finset n) : ℝ :=
  Real.sqrt 3 - bondNumber P i S
```

The first theorem says that orthonormal columns, `Cᵀ * C = 1`, make the Coulson matrix closed-shell. The step `h` regroups $CC^TCC^T$ as $C(C^TC)C^T$ and inserts the hypothesis; the last line pulls out the factors of $2$. Only this direction is stated: the theorems below assume `IsClosedShell` and never ask whether $P$ came from orbitals.

```lean
omit [DecidableEq n] in
/-- Orthonormal doubly occupied orbitals give a closed-shell matrix. -/
theorem coulson_isClosedShell {m : Type*} [Fintype m] [DecidableEq m] (C : Matrix n m ℝ)
    (hC : Cᵀ * C = 1) : IsClosedShell (coulson C) := by
  constructor
  · simp only [coulson, Matrix.transpose_smul, Matrix.transpose_mul,
      Matrix.transpose_transpose]
  · -- `C Cᵀ` is a projector
    have h : C * Cᵀ * (C * Cᵀ) = C * Cᵀ := by
      rw [Matrix.mul_assoc, ← Matrix.mul_assoc Cᵀ, hC, Matrix.one_mul]
    unfold coulson
    rw [Matrix.smul_mul, Matrix.mul_smul, h]
```

In the sum rule, `univ.erase i` is the set of all sites other than $i$. The proof follows the derivation: `hsym` is $P_{ji}=P_{ij}$, `hd` is the diagonal entry of $P^2=2P$, `hd'` rewrites it as a sum of squares, `hsplit` separates the term $q_i^2$, and `linear_combination hsplit + hd'` adds the two equations. With a single site the sum is empty and the statement reads $0=q_i(2-q_i)$.

```lean
/-- Sum rule: the squared bond orders from site `i` to all other sites add up to
`q (2 - q)`, where `q = P i i` is the charge on `i`. -/
theorem sum_sq_bondOrder {P : Matrix n n ℝ} (hP : IsClosedShell P) (i : n) :
    ∑ j ∈ univ.erase i, P i j ^ 2 = P i i * (2 - P i i) := by
  obtain ⟨hs, hi⟩ := hP
  have hsym : ∀ j, P j i = P i j := fun j => by
    have h := congrFun (congrFun hs i) j
    rwa [Matrix.transpose_apply] at h
  -- diagonal entry of `P² = 2P`
  have hd : ∑ j, P i j * P j i = 2 * P i i := by
    have h := congrFun (congrFun hi i) i
    rwa [Matrix.mul_apply, Matrix.smul_apply, smul_eq_mul] at h
  have hd' : ∑ j, P i j ^ 2 = 2 * P i i := by
    rw [← hd]
    exact Finset.sum_congr rfl fun j _ => by rw [hsym j]; ring
  -- split off the term `j = i`
  have hsplit : P i i ^ 2 + ∑ j ∈ univ.erase i, P i j ^ 2 = ∑ j, P i j ^ 2 :=
    Finset.add_sum_erase univ (fun j => P i j ^ 2) (Finset.mem_univ i)
  linear_combination hsplit + hd'
```

The next theorem gives the bound $1$ and its equality case. After substituting the sum rule, the inequality comes from $(q_i-1)^2\ge0$; equality gives $(q_i-1)^2=0$ in `h0`, hence $q_i=1$, and the converse is a substitution.

```lean
/-- The squared bond orders from `i` to all other sites sum to at most one, with equality
exactly when the charge on `i` is one. -/
theorem sum_sq_bondOrder_le_one {P : Matrix n n ℝ} (hP : IsClosedShell P) (i : n) :
    ∑ j ∈ univ.erase i, P i j ^ 2 ≤ 1 ∧
      (∑ j ∈ univ.erase i, P i j ^ 2 = 1 ↔ P i i = 1) := by
  rw [sum_sq_bondOrder hP i]
  refine ⟨by nlinarith [sq_nonneg (P i i - 1)], fun h => ?_, fun h => by rw [h]; norm_num⟩
  have h0 : (P i i - 1) ^ 2 = 0 := by linear_combination -h
  have h1 : P i i - 1 = 0 := (pow_eq_zero_iff two_ne_zero).mp h0
  linarith
```

The range of the charge follows from `h`, which is $q_i(2-q_i)\ge0$. For $q_i<0$ or $q_i>2$ the product would be negative, and `nlinarith` excludes both cases.

```lean
/-- The charge on every site lies between zero and two. -/
theorem charge_mem_Icc {P : Matrix n n ℝ} (hP : IsClosedShell P) (i : n) :
    0 ≤ P i i ∧ P i i ≤ 2 := by
  have h : 0 ≤ P i i * (2 - P i i) := by
    rw [← sum_sq_bondOrder hP i]
    exact Finset.sum_nonneg fun j _ => sq_nonneg _
  constructor <;> nlinarith
```

The charge-dependent bound is stated for the square, $N_i(S)^2\le d\,q_i(2-q_i)$, with $d$ written `S.card`. Here `hcs` is Cauchy–Schwarz with the constant function $1$, `hsub` uses `i ∉ S` to place $S$ among the other sites, and `hle` enlarges the sum of squares to that set.

```lean
/-- The squared bond number from `i` to a set of `d` other sites is at most
`d q (2 - q)`, with `q` the charge on `i`. -/
theorem bondNumber_sq_le {P : Matrix n n ℝ} (hP : IsClosedShell P) (i : n) (S : Finset n)
    (hi : i ∉ S) : bondNumber P i S ^ 2 ≤ S.card * (P i i * (2 - P i i)) := by
  -- Cauchy-Schwarz against the constant vector
  have hcs : (∑ j ∈ S, P i j) ^ 2 ≤ S.card * ∑ j ∈ S, P i j ^ 2 := by
    have h := Finset.sum_mul_sq_le_sq_mul_sq S (fun _ => (1 : ℝ)) (fun j => P i j)
    simpa using h
  have hsub : S ⊆ univ.erase i := fun j hj =>
    Finset.mem_erase.mpr ⟨fun h => hi (h ▸ hj), Finset.mem_univ j⟩
  have hle : ∑ j ∈ S, P i j ^ 2 ≤ ∑ j ∈ univ.erase i, P i j ^ 2 :=
    Finset.sum_le_sum_of_subset_of_nonneg hsub fun j _ _ => sq_nonneg _
  rw [sum_sq_bondOrder hP i] at hle
  exact hcs.trans (mul_le_mul_of_nonneg_left hle (Nat.cast_nonneg _))
```

Bounding $q_i(2-q_i)$ by $1$ gives $N_i(S)^2\le d$, and `Real.abs_le_sqrt` converts this to $|N_i(S)|\le\sqrt d$. The absolute value covers negative bond orders.

```lean
/-- The bond number from `i` to any `d` other sites is at most `√d` in absolute value. -/
theorem abs_bondNumber_le_sqrt {P : Matrix n n ℝ} (hP : IsClosedShell P) (i : n)
    (S : Finset n) (hi : i ∉ S) : |bondNumber P i S| ≤ Real.sqrt S.card := by
  apply Real.abs_le_sqrt
  have h1 : P i i * (2 - P i i) ≤ 1 := by nlinarith [sq_nonneg (P i i - 1)]
  have h2 := mul_le_mul_of_nonneg_left h1 (Nat.cast_nonneg S.card : (0 : ℝ) ≤ S.card)
  have h3 := bondNumber_sq_le hP i S hi
  linarith
```

For $d\le3$ the chain $N_i(S)\le|N_i(S)|\le\sqrt d\le\sqrt3$, made of `h3`, `h1` and `h2`, gives $F_i(S)\ge0$.

```lean
/-- A site bonded to at most three other sites has nonnegative free valence. -/
theorem freeValence_nonneg {P : Matrix n n ℝ} (hP : IsClosedShell P) (i : n)
    (S : Finset n) (hi : i ∉ S) (hS : S.card ≤ 3) : 0 ≤ freeValence P i S := by
  have h1 := abs_bondNumber_le_sqrt hP i S hi
  have hc : (S.card : ℝ) ≤ 3 := by exact_mod_cast hS
  have h2 : Real.sqrt S.card ≤ Real.sqrt 3 := Real.sqrt_le_sqrt hc
  have h3 := le_abs_self (bondNumber P i S)
  unfold freeValence
  linarith
```

`starMatrix` lists the entries of $2vv^T$ on sites `Fin 4`, with $1/\sqrt3$ written as $\sqrt3/3$. The vector $v$ does not appear in the code. The trace is $2$, so the matrix describes two electrons on four sites, whereas neutral trimethylenemethane has four $\pi$ electrons.

```lean
/-- The matrix on a central site `0` and three arms with central charge `1`, centre-arm
entries `√3 / 3` and all entries among the arms equal to `1 / 3`. -/
def starMatrix : Matrix (Fin 4) (Fin 4) ℝ :=
  !![1, Real.sqrt 3 / 3, Real.sqrt 3 / 3, Real.sqrt 3 / 3;
     Real.sqrt 3 / 3, 1 / 3, 1 / 3, 1 / 3;
     Real.sqrt 3 / 3, 1 / 3, 1 / 3, 1 / 3;
     Real.sqrt 3 / 3, 1 / 3, 1 / 3, 1 / 3]
```

Both closed-shell conditions are checked entry by entry over the sixteen index pairs. The product needs one property of the root, `hs`, which is $\sqrt3\cdot\sqrt3=3$; the $(0,0)$ entry, for example, is $1+3\cdot\tfrac39=2$.

```lean
/-- The three-armed star matrix is closed-shell. -/
theorem isClosedShell_witness : IsClosedShell starMatrix := by
  have hs : Real.sqrt 3 * Real.sqrt 3 = 3 := Real.mul_self_sqrt (by norm_num)
  constructor
  · ext i j
    fin_cases i <;> fin_cases j <;> simp [starMatrix]
  · ext i j
    fin_cases i <;> fin_cases j <;>
      simp [starMatrix, Matrix.mul_apply, Fin.sum_univ_succ] <;> nlinarith [hs]
```

The last theorem evaluates the centre with $S=\{1,2,3\}$, written `univ.erase 0`. Row $0$ sums to $1+3\cdot\sqrt3/3$, and removing $P_{00}=1$ leaves $\sqrt3$. Attainment of $\sqrt d$ is stated for $d=3$ only.

```lean
/-- The bound is attained for three neighbours: the centre of the star has bond number `√3`
to its three arms and zero free valence. -/
theorem star_freeValence_eq_zero :
    bondNumber starMatrix 0 (univ.erase 0) = Real.sqrt 3 ∧
      freeValence starMatrix 0 (univ.erase 0) = 0 := by
  have hsplit : starMatrix 0 0 + ∑ j ∈ univ.erase 0, starMatrix 0 j = ∑ j, starMatrix 0 j :=
    Finset.add_sum_erase univ (fun j => starMatrix 0 j) (Finset.mem_univ 0)
  have h0 : starMatrix 0 0 = 1 := rfl
  have h1 : starMatrix 0 1 = Real.sqrt 3 / 3 := rfl
  have h2 : starMatrix 0 2 = Real.sqrt 3 / 3 := rfl
  have h3 : starMatrix 0 3 = Real.sqrt 3 / 3 := rfl
  rw [Fin.sum_univ_four] at hsplit
  have h : bondNumber starMatrix 0 (univ.erase 0) = Real.sqrt 3 := by
    unfold bondNumber
    linarith
  exact ⟨h, by unfold freeValence; rw [h, sub_self]⟩

end

end CoulsonBondOrder
```

```lean
#print axioms CoulsonBondOrder.sum_sq_bondOrder
-- 'CoulsonBondOrder.sum_sq_bondOrder' depends on axioms: [propext, Classical.choice, Quot.sound]
#print axioms CoulsonBondOrder.charge_mem_Icc
-- 'CoulsonBondOrder.charge_mem_Icc' depends on axioms: [propext, Classical.choice, Quot.sound]
#print axioms CoulsonBondOrder.freeValence_nonneg
-- 'CoulsonBondOrder.freeValence_nonneg' depends on axioms: [propext, Classical.choice, Quot.sound]
#print axioms CoulsonBondOrder.star_freeValence_eq_zero
-- 'CoulsonBondOrder.star_freeValence_eq_zero' depends on axioms: [propext, Classical.choice, Quot.sound]
```

## A neighbouring result

The following extension, like the allyl instance and the two counter-examples, rests on pencil arithmetic and not on a theorem above. Let $P=\sum_a\nu_a\,c_ac_a^T$ with real orthonormal orbitals $c_a$ and occupations $0\le\nu_a\le2$. Then $(2P-P^2)_{ii}=\sum_a\nu_a(2-\nu_a)(c_a)_i^2\ge0$, so the sum rule weakens to $\sum_{j\ne i}P_{ij}^2\le q_i(2-q_i)$, and the Cauchy–Schwarz step goes through unchanged. For the star, two further electrons placed singly in two orthonormal orbitals that live on the arms and are orthogonal to $v$ would leave row $0$ of $P$, and with it $N_0=\sqrt3$, as it is.
